# Open Quantum Graphs with Subunitary Scattering Have No Resonances in the Upper Half-Plane

Let a be a vector of complex wave amplitudes a_j on the directed bonds j of a graph, with flux ∑_j |a_j|² (at real k, |a_j|² is the probability current of the wave on bond j up to a velocity factor common to all bonds), let a matrix S that does not depend on k scatter these amplitudes at the vertices, and let T(k) = diag(exp(i k L_j)) carry them along bonds of length L_j > 0 at complex wave number k; the upper half-plane is the set Im k > 0. S is called subunitary if it never increases the flux, and k is a resonance if det(1 − T(k)S) = 0.

In Lean 4 with Mathlib:

```lean
import Mathlib

open Matrix

namespace QuantumGraphResonances

noncomputable section

variable {n m : Type*} [Fintype n] [DecidableEq n] [Fintype m] [DecidableEq m]

/-- The total flux carried by a vector of wave amplitudes: the sum of their squared moduli. -/
def flux {ι : Type*} [Fintype ι] (a : ι → ℂ) : ℝ := ∑ i, ‖a i‖ ^ 2

/-- A scattering matrix is subunitary if it never increases the flux. -/
def IsSubunitary (S : Matrix n n ℂ) : Prop := ∀ a : n → ℂ, flux (S *ᵥ a) ≤ flux a

/-- Free propagation along the bonds: amplitude `j` acquires the factor `exp (i k L_j)`. -/
def propagator (L : n → ℝ) (k : ℂ) : Matrix n n ℂ :=
  Matrix.diagonal fun j => Complex.exp (Complex.I * k * (L j : ℂ))

/-- The wave number `k` is a resonance if the secular determinant `det (1 - T(k) S)` vanishes. -/
def IsResonance (L : n → ℝ) (S : Matrix n n ℂ) (k : ℂ) : Prop :=
  (1 - propagator L k * S).det = 0

/-- The propagation factor over a length `l` has modulus `exp (-l Im k)`. -/
theorem norm_bond_factor (k : ℂ) (l : ℝ) :
    ‖Complex.exp (Complex.I * k * (l : ℂ))‖ = Real.exp (-(k.im * l)) := by
  rw [Complex.norm_exp]
  congr 1
  simp [Complex.mul_re, Complex.mul_im]

/-- Propagation multiplies the modulus of the amplitude on bond `j` by `exp (-L_j Im k)`. -/
theorem norm_propagator_mulVec (L : n → ℝ) (k : ℂ) (b : n → ℂ) (j : n) :
    ‖(propagator L k *ᵥ b) j‖ = Real.exp (-(k.im * L j)) * ‖b j‖ := by
  rw [propagator, Matrix.mulVec_diagonal, norm_mul, norm_bond_factor]

/-- For positive bond lengths and `Im k > 0`, propagation strictly lowers the flux of any nonzero
amplitude vector. -/
theorem flux_propagator_lt {L : n → ℝ} (hL : ∀ j, 0 < L j) {k : ℂ} (hk : 0 < k.im)
    {b : n → ℂ} (hb : b ≠ 0) : flux (propagator L k *ᵥ b) < flux b := by
  have hlt : ∀ j, Real.exp (-(k.im * L j)) < 1 := fun j => by
    rw [Real.exp_lt_one_iff]
    have := mul_pos hk (hL j)
    linarith
  obtain ⟨i, hi⟩ := Function.ne_iff.mp hb
  have hpos : 0 < ‖b i‖ := norm_pos_iff.mpr hi
  unfold flux
  apply Finset.sum_lt_sum
  · intro j _
    rw [norm_propagator_mulVec]
    exact pow_le_pow_left₀ (by positivity)
      (mul_le_of_le_one_left (norm_nonneg _) (hlt j).le) 2
  · refine ⟨i, Finset.mem_univ i, ?_⟩
    rw [norm_propagator_mulVec]
    exact pow_lt_pow_left₀ (mul_lt_of_lt_one_left hpos (hlt i)) (by positivity) two_ne_zero

/-- A resonance is a wave number at which some nonzero amplitude vector reproduces itself
after one scattering and one propagation. -/
theorem isResonance_iff_mode (L : n → ℝ) (S : Matrix n n ℂ) (k : ℂ) :
    IsResonance L S k ↔ ∃ a : n → ℂ, a ≠ 0 ∧ propagator L k *ᵥ (S *ᵥ a) = a := by
  unfold IsResonance
  rw [← Matrix.exists_mulVec_eq_zero_iff]
  constructor
  · rintro ⟨a, ha, h⟩
    rw [Matrix.sub_mulVec, Matrix.one_mulVec, ← Matrix.mulVec_mulVec, sub_eq_zero] at h
    exact ⟨a, ha, h.symm⟩
  · rintro ⟨a, ha, h⟩
    refine ⟨a, ha, ?_⟩
    rw [Matrix.sub_mulVec, Matrix.one_mulVec, ← Matrix.mulVec_mulVec, sub_eq_zero]
    exact h.symm

/-- For positive bond lengths, a subunitary scattering matrix and `Im k > 0`, the matrix
`1 - T(k) S` is invertible. -/
theorem isUnit_one_sub_propagator_mul {L : n → ℝ} (hL : ∀ j, 0 < L j) {S : Matrix n n ℂ}
    (hS : IsSubunitary S) {k : ℂ} (hk : 0 < k.im) : IsUnit (1 - propagator L k * S) := by
  rw [Matrix.isUnit_iff_isUnit_det, isUnit_iff_ne_zero]
  intro hdet
  obtain ⟨a, ha, hmode⟩ := (isResonance_iff_mode L S k).1 hdet
  -- the scattered amplitude cannot vanish, since it propagates back to `a`
  have hb : S *ᵥ a ≠ 0 := by
    intro h0
    rw [h0, Matrix.mulVec_zero] at hmode
    exact ha hmode.symm
  -- one round trip would make the flux strictly smaller than itself
  have h1 := flux_propagator_lt hL hk hb
  rw [hmode] at h1
  exact absurd (hS a) (not_le_of_gt h1)

/-- A matrix with `Uᴴ U = 1` conserves the flux. -/
theorem flux_mulVec_of_unitary {U : Matrix n n ℂ} (hU : Uᴴ * U = 1) (v : n → ℂ) :
    flux (U *ᵥ v) = flux v := by
  have key : ∀ w : n → ℂ, ((flux w : ℝ) : ℂ) = star w ⬝ᵥ w := by
    intro w
    unfold flux
    push_cast
    simp only [dotProduct, Pi.star_apply]
    exact Finset.sum_congr rfl fun i _ => (Complex.conj_mul' (w i)).symm
  apply Complex.ofReal_injective
  rw [key, key, Matrix.star_mulVec, ← Matrix.dotProduct_mulVec, Matrix.mulVec_mulVec, hU,
    Matrix.one_mulVec]

/-- Flux balance for a graph with leads: the flux arriving from the bonds is shared between
the bonds (block `S`) and the leads (block `C`). -/
theorem flux_balance {S : Matrix n n ℂ} {B : Matrix n m ℂ} {C : Matrix m n ℂ}
    {D : Matrix m m ℂ} (hU : (fromBlocks S B C D)ᴴ * fromBlocks S B C D = 1) (a : n → ℂ) :
    flux (S *ᵥ a) + flux (C *ᵥ a) = flux a := by
  -- send in waves from the bonds only
  have h := flux_mulVec_of_unitary hU (Sum.elim a (0 : m → ℂ))
  rw [Matrix.fromBlocks_mulVec] at h
  simpa [flux, Fintype.sum_sum_type] using h

/-- Every resonance of a quantum graph with positive bond lengths, coupled to leads by a unitary
scattering matrix, satisfies `Im k ≤ 0`. -/
theorem resonance_im_nonpos {L : n → ℝ} (hL : ∀ j, 0 < L j) {S : Matrix n n ℂ}
    {B : Matrix n m ℂ} {C : Matrix m n ℂ} {D : Matrix m m ℂ}
    (hU : (fromBlocks S B C D)ᴴ * fromBlocks S B C D = 1) {k : ℂ}
    (hres : IsResonance L S k) : k.im ≤ 0 := by
  by_contra hk
  have hS : IsSubunitary S := fun a => by
    have h := flux_balance hU a
    have h0 : 0 ≤ flux (C *ᵥ a) := Finset.sum_nonneg fun i _ => by positivity
    linarith
  have h := isUnit_one_sub_propagator_mul hL hS (not_le.mp hk)
  rw [Matrix.isUnit_iff_isUnit_det, isUnit_iff_ne_zero] at h
  exact h hres

/-- A resonant mode at real wave number sends no amplitude into the leads. -/
theorem real_resonance_decoupled {L : n → ℝ} {S : Matrix n n ℂ}
    {B : Matrix n m ℂ} {C : Matrix m n ℂ} {D : Matrix m m ℂ}
    (hU : (fromBlocks S B C D)ᴴ * fromBlocks S B C D = 1) {k : ℂ} (hk : k.im = 0)
    {a : n → ℂ} (hmode : propagator L k *ᵥ (S *ᵥ a) = a) : C *ᵥ a = 0 := by
  -- at real `k` propagation conserves the flux, so nothing is left for the leads
  have h1 : flux (propagator L k *ᵥ (S *ᵥ a)) = flux (S *ᵥ a) := by
    unfold flux
    refine Finset.sum_congr rfl fun j _ => ?_
    rw [norm_propagator_mulVec, hk, zero_mul, neg_zero, Real.exp_zero, one_mul]
  rw [hmode] at h1
  have h2 : flux (C *ᵥ a) = 0 := by linarith [flux_balance hU a]
  unfold flux at h2
  rw [Finset.sum_eq_zero_iff_of_nonneg (fun i _ => by positivity)] at h2
  funext i
  exact norm_eq_zero.mp (pow_eq_zero_iff two_ne_zero |>.mp (h2 i (Finset.mem_univ i)))

/-- One directed bond coupled to one lead, with amplitude 3/5 for staying on the bond or on the lead
and amplitudes 4/5 and -4/5 for passing between them, has a unitary scattering matrix. -/
theorem unitary_coupling_witness :
    (fromBlocks !![(3 / 5 : ℂ)] !![(4 / 5 : ℂ)] !![(-4 / 5 : ℂ)] !![(3 / 5 : ℂ)])ᴴ *
      fromBlocks !![(3 / 5 : ℂ)] !![(4 / 5 : ℂ)] !![(-4 / 5 : ℂ)] !![(3 / 5 : ℂ)] = 1 := by
  rw [Matrix.fromBlocks_conjTranspose, Matrix.fromBlocks_multiply, ← Matrix.fromBlocks_one]
  congr 1 <;> ext i j <;> fin_cases i <;> fin_cases j <;>
    simp [Matrix.mul_apply] <;> norm_num

/-- Sharpness: for at least one bond, positive bond lengths and every `k` with `Im k ≤ 0`, the
diagonal scattering matrix with entries `exp (-i k L_j)` is subunitary and has a resonance at `k`.
-/
theorem lower_half_plane_attained [Nonempty n] {L : n → ℝ} (hL : ∀ j, 0 < L j) {k : ℂ}
    (hk : k.im ≤ 0) :
    IsSubunitary (Matrix.diagonal fun j => Complex.exp (-(Complex.I * k * (L j : ℂ)))) ∧
      IsResonance L (Matrix.diagonal fun j => Complex.exp (-(Complex.I * k * (L j : ℂ)))) k := by
  constructor
  · intro a
    unfold flux
    refine Finset.sum_le_sum fun j _ => ?_
    have hle : ‖Complex.exp (-(Complex.I * k * (L j : ℂ)))‖ ≤ 1 := by
      rw [Complex.exp_neg, norm_inv, norm_bond_factor, ← Real.exp_neg, neg_neg,
        Real.exp_le_one_iff]
      exact mul_nonpos_of_nonpos_of_nonneg hk (hL j).le
    rw [Matrix.mulVec_diagonal, norm_mul]
    exact pow_le_pow_left₀ (by positivity) (mul_le_of_le_one_left (norm_nonneg _) hle) 2
  · -- scattering exactly undoes the propagation
    unfold IsResonance propagator
    rw [Matrix.diagonal_mul_diagonal]
    simp only [← Complex.exp_add, add_neg_cancel, Complex.exp_zero, Matrix.diagonal_one,
      sub_self]
    exact Matrix.det_zero

end

end QuantumGraphResonances
```

```lean
#print axioms QuantumGraphResonances.resonance_im_nonpos
-- 'QuantumGraphResonances.resonance_im_nonpos' depends on axioms: [propext, Classical.choice, Quot.sound]
#print axioms QuantumGraphResonances.real_resonance_decoupled
-- 'QuantumGraphResonances.real_resonance_decoupled' depends on axioms: [propext, Classical.choice, Quot.sound]
#print axioms QuantumGraphResonances.lower_half_plane_attained
-- 'QuantumGraphResonances.lower_half_plane_attained' depends on axioms: [propext, Classical.choice, Quot.sound]
```

## Bonds, leads and the sign of Im k

The central theorem, `isUnit_one_sub_propagator_mul`, says that 1 − T(k)S is invertible whenever all L_j > 0, S is subunitary and Im k > 0. The finite index type `n` labels directed bonds, and `S` contains both the connectivity and the vertex amplitudes. `flux` is written out as a sum because Mathlib's default norm on `n → ℂ` is the maximum norm; `IsSubunitary` is therefore the Euclidean condition ‖Sa‖ ≤ ‖a‖.

Leads are labelled by `m`. The full scattering matrix is

U = [[S, B], [C, D]],

where B takes lead amplitudes to bonds, C takes bond amplitudes to leads, and D connects leads to leads. For unitary U, `resonance_im_nonpos` derives subunitarity of S and concludes that every resonance has Im k ≤ 0.

With time factor exp(−iEt/ħ) and E proportional to k², a resonance with Re k > 0 and Im k < 0 decays in time. If S is subunitary at every k with Im k > 0, a numerical search for resonances can leave out the upper half-plane.

The matrix S is fixed. If the vertex scattering depends on k, the theorem applies at each k where S(k) is subunitary. An attractive vertex potential can bind a state at k = iκ with κ > 0; there the hypothesis fails.

## A round trip loses flux

Since the real part of i k L_j is −L_j Im k,

|exp(i k L_j)| = exp(−L_j Im k).

For any amplitude vector b this gives

flux(T(k)b) = ∑_j exp(−2 L_j Im k) |b_j|².

If Im k > 0, every exponential is below 1, so the flux drops strictly when b ≠ 0. In `flux_propagator_lt`, `Finset.sum_lt_sum` asks for exactly this: no term grows, and at least one term, at an index where b is nonzero, shrinks.

Suppose now that 1 − T(k)S is singular. Then some a ≠ 0 satisfies a = T(k)Sa. Put b = Sa. It is nonzero, since otherwise a = T(k)b = 0. Hence

flux(a) = flux(T(k)b) < flux(b) ≤ flux(a),

which is impossible.

The proof turns on `Matrix.exists_mulVec_eq_zero_iff`, which states that a square matrix has zero determinant exactly when it sends some nonzero vector to zero. Used in `isResonance_iff_mode`, it turns the secular equation into a wave that reproduces itself, to which the flux estimate applies. No determinant has to be expanded.

## What escapes into the leads

Unitarity gives flux(Uv) = v†U†Uv = v†v = flux(v). Sending in waves from the bonds only, v = (a, 0), produces Uv = (Sa, Ca), so

flux(Sa) + flux(Ca) = flux(a).

This is `flux_balance`. The lead term is nonnegative, so S is subunitary.

At real k, propagation preserves the flux. A mode a = T(k)Sa then has flux(a) = flux(Sa), and the balance leaves flux(Ca) = 0, hence Ca = 0. Such a mode sends nothing into the leads, as `real_resonance_decoupled` states.

## One bond and one lead

`unitary_coupling_witness` checks a unitary coupling with S = 3/5 and C = −4/5; the balance reads 9/25 + 16/25 = 1. The graph here is a single directed bond, a loop travelled one way only. This is a simplified model: on an ordinary quantum graph each bond contributes two directed bonds, one for each direction. For L = 1 the resonance condition is

1 − (3/5) exp(ik) = 0, so exp(ik) = 5/3,

with solutions

k = 2πr − i ln(5/3), r any integer.

All of them have Im k ≈ −0.511.

## Every point of the closed lower half-plane occurs

Given at least one bond, positive lengths and any k with Im k ≤ 0, take S = diag(exp(−i k L_j)). Its entries have modulus exp(L_j Im k) ≤ 1, so S is subunitary. It undoes the propagation, T(k)S = 1, and 1 − T(k)S is the zero matrix, whose determinant vanishes. The bound Im k ≤ 0 therefore can't be improved for subunitary matrices in general. In `lower_half_plane_attained` this S is chosen to suit k, and the theorem doesn't construct leads for it.
